# The closed form of the velocity after a force-free RATTLE step on the unit sphere

A particle moves without applied force on the unit sphere of a real inner product space, and one RATTLE step of length h > 0 takes it from the unit vector q, with tangent velocity v, to the position √(1 − h²‖v‖²) q + h v. The new velocity is the displacement divided by h, less its component along the new position. The theorem `rattleVel_eq` states that, if h‖v‖ ≤ 1, this velocity equals √(1 − h²‖v‖²) v − h‖v‖² q. The proof writes c for the square root, computes the inner product of the new position with the displacement divided by h as h⁻¹(1 − c), and then compares the coefficients of q and v.

This version doesn't compile in Lean 4 with Mathlib:

```lean
import Mathlib

open scoped InnerProductSpace

namespace RattleVelEq

noncomputable section

variable {E : Type*} [NormedAddCommGroup E] [InnerProductSpace ℝ E]

/-- The force-free RATTLE position after a time step `h` from the point `q` of the unit sphere
with tangent velocity `v`; the formula is meant for `h ‖v‖ ≤ 1`. -/
def rattlePos (h : ℝ) (q v : E) : E :=
  Real.sqrt (1 - h ^ 2 * ‖v‖ ^ 2) • q + h • v

/-- The part of `w` orthogonal to the unit vector `n`. -/
def tangentPart (n w : E) : E := w - ⟪n, w⟫_ℝ • n

/-- The RATTLE velocity: the displacement divided by the time step `h ≠ 0`, projected orthogonally
to the new position, which is assumed to be a unit vector. -/
def rattleVel (h : ℝ) (q v : E) : E :=
  tangentPart (rattlePos h q v) (h⁻¹ • (rattlePos h q v - q))

omit [InnerProductSpace ℝ E] in
/-- For `h > 0` and `h ‖v‖ ≤ 1` the square root in the RATTLE position squares to its
argument. -/
theorem root_sq {h : ℝ} {v : E} (hh : 0 < h) (hs : h * ‖v‖ ≤ 1) :
    Real.sqrt (1 - h ^ 2 * ‖v‖ ^ 2) ^ 2 = 1 - h ^ 2 * ‖v‖ ^ 2 := by
  have h1 : (h * ‖v‖) ^ 2 ≤ 1 := pow_le_one₀ (by positivity) hs
  rw [mul_pow] at h1
  exact Real.sq_sqrt (by linarith)

/-- The projected velocity in closed form, for a unit vector `q`, a tangent velocity `v`,
`h > 0` and `h ‖v‖ ≤ 1`. -/
theorem rattleVel_eq {h : ℝ} {q v : E} (hh : 0 < h) (hq : ‖q‖ = 1)
    (hqv : ⟪q, v⟫_ℝ = 0) (hs : h * ‖v‖ ≤ 1) :
    rattleVel h q v = Real.sqrt (1 - h ^ 2 * ‖v‖ ^ 2) • v - (h * ‖v‖ ^ 2) • q := by
  have hc := root_sq hh hs
  have hi : h⁻¹ * h = 1 := inv_mul_cancel₀ hh.ne'
  have hvq : ⟪v, q⟫_ℝ = 0 := by rw [real_inner_comm]; exact hqv
  simp only [rattleVel, tangentPart, rattlePos]
  generalize Real.sqrt (1 - h ^ 2 * ‖v‖ ^ 2) = c at hc ⊢
  -- the normal component removed by the projection
  have hin : ⟪c • q + h • v, h⁻¹ • (c • q + h • v - q)⟫_ℝ = h⁻¹ * (1 - c) := by
    simp only [inner_add_left, inner_sub_right, inner_add_right, real_inner_smul_left,
      real_inner_smul_right, real_inner_self_eq_norm_sq, hqv, hvq, hq]
    linear_combination h⁻¹ * hc
  rw [hin]
  linear_combination (norm := module) (h⁻¹ * hc - h * ‖v‖ ^ 2 * hi) • q + (c * hi) • v

end

end RattleVelEq
```

Messages:

```
Main.lean:47:4: error: ring failed, ring expressions not equal
E : Type u_1
inst✝¹ : NormedAddCommGroup E
inst✝ : InnerProductSpace ℝ E
h : ℝ
q v : E
hh : 0 < h
hq : ‖q‖ = 1
hqv : ⟪q, v⟫_ℝ = 0
hs : h * ‖v‖ ≤ 1
hi : h⁻¹ * h = 1
hvq : ⟪v, q⟫_ℝ = 0
c : ℝ
hc : c ^ 2 = 1 - h ^ 2 * ‖v‖ ^ 2
⊢ -(h ^ 2 * h⁻¹ * ‖v‖ ^ 2) + h⁻¹ * ‖c • q‖ ^ 2 - h⁻¹ * c ^ 2 + h⁻¹ * ‖h • v‖ ^ 2 = 0
```

Cause. The error arises in the computation of the inner product, `hin`. Lean reports that `ring`, which `linear_combination` calls at the end, could not close the goal, and the remaining expression contains `‖c • q‖ ^ 2` and `‖h • v‖ ^ 2`. The single `simp only` had both the lemmas that pull scalars out of an inner product and `real_inner_self_eq_norm_sq`. Expanding the sums produces the inner product of `c • q` with itself, and likewise for `h • v`; here the latter lemma applied before the scalars had been pulled out. No lemma in the list takes a scalar out of a norm, so these terms stayed as they were. They do equal c² and h²‖v‖², but `ring` does not know the rule for the norm of a scalar multiple.

The repair splits the simplification in two. The first `simp only` expands the sums and pulls out all scalars; only then does the second turn the inner products of `q` and `v` with themselves into squared norms and insert the hypotheses. What remains follows from `hc` multiplied by `h⁻¹`, so the unchanged `linear_combination` succeeds.

The repair, with which the file compiles:

```diff
@@ -44,5 +44,6 @@
   have hin : ⟪c • q + h • v, h⁻¹ • (c • q + h • v - q)⟫_ℝ = h⁻¹ * (1 - c) := by
     simp only [inner_add_left, inner_sub_right, inner_add_right, real_inner_smul_left,
-      real_inner_smul_right, real_inner_self_eq_norm_sq, hqv, hvq, hq]
+      real_inner_smul_right]
+    simp only [real_inner_self_eq_norm_sq, hqv, hvq, hq]
     linear_combination h⁻¹ * hc
   rw [hin]
```
